# Scaling Gaussian variational polaron energies from three dimensions to two

Take a Fröhlich polaron with the same retarded 1/r attraction in the plane and in space, and isotropic Gaussian trial paths with the same one-direction energies and widths in both. The variational energy in the plane then follows from the one in space:

E₂(α) = (2/3) E₃(3πα/4).

Here α is the electron–phonon coupling and E_d(α) is the infimum of the trial energy in d dimensions. More generally, for every integer d ≥ 2,

E_d(α) = (d/3) E₃(c_d α), c_d = 3√π Γ((d−1)/2) / (2d Γ(d/2)).

A curve of three-dimensional variational energies can thus be converted to a planar one within this Gaussian model. The relation concerns these trial energies, not the exact ground-state energies.

## The trial energy

Energies are in units of the phonon energy ħω, times in 1/ω and lengths in √(ħ/mω), with m the band mass. A trial parameter t fixes an energy K(t) per Cartesian direction and a width s(t,τ), the standard deviation per direction of the displacement after imaginary time τ. The trial energy is

E_d(α,t) = d K(t) − (α/√2) ∫₀^∞ e^(−τ) ⟨1/r⟩_d dτ,

where r is the length of the displacement and ⟨1/r⟩_d is the mean over a Gaussian of width s(t,τ) centred at zero. The factor e^(−τ) is the memory of the phonon that the electron emits and later reabsorbs.

## The mean of 1/r

In polar coordinates the area of the unit sphere cancels between numerator and normalisation. What remains are the moments

M_k = ∫₀^∞ r^k e^(−r²/(2s²)) dr = (√2 s)^(k+1) Γ((k+1)/2) / 2,

by the substitution u = r²/(2s²). Hence

⟨1/r⟩_d = M_(d−2)/M_(d−1) = Γ((d−1)/2) / (√2 s Γ(d/2)).

In one dimension the numerator would diverge logarithmically at r = 0. With Γ(1/2) = √π, Γ(1) = 1 and Γ(3/2) = √π/2,

⟨1/r⟩₂ = √(π/2)/s, ⟨1/r⟩₃ = √(2/π)/s.

Their ratio is π/2. In general ⟨1/r⟩_d = (d/3) c_d ⟨1/r⟩₃, whatever the width.

## From one trial path to the infimum

Write A(t) = (1/√2) ∫₀^∞ e^(−τ) ⟨1/r⟩₃ dτ. Then

E_d(α,t) = dK − (d/3) c_d αA = (d/3)(3K − c_d αA) = (d/3) E₃(c_d α,t).

For d = 2, c₂ = 3π/4, so

inf(2K − (π/2)αA) = (2/3) inf(3K − (3πα/4)A).

The positive factor passes through the infimum, also when that is −∞, or +∞ for an empty family.

For free diffusion, K = 0 and s = √τ. Since ∫₀^∞ e^(−τ) τ^(−1/2) dτ = √π,

E₃ = −(α/√2) √(2/π) √π = −α,

E₂ = −(α/√2) √(π/2) √π = −πα/2.

## The statement in Lean

`meanInvR` is the quotient of two integrals over Euclidean space, and `couplingScale d` is c_d. A `TrialFamily` holds K as `kinetic` and s as `width`, with positive widths for τ > 0 and an integrable e^(−τ)/s. `energy` is the trial energy, and `bound` is its infimum in `EReal`, the extended reals. The coupling α may be any real number.

K is an arbitrary function, not derived from a trial action, and no upper bound on a ground-state energy is proved.

The integrability condition keeps the energy meaningful. Take K = 0, s = τ and α > 0: the integral of e^(−τ)/τ diverges at τ = 0 and the attraction is infinite, yet Lean's integral would return 0.

```lean
import Mathlib

open Real Set MeasureTheory

namespace PolaronDimensionalScaling

noncomputable section

/-- The mean of `1/r` over an isotropic Gaussian of width `s` in `d` dimensions. -/
def meanInvR (d : ℕ) (s : ℝ) : ℝ :=
  (∫ x : EuclideanSpace ℝ (Fin d), ‖x‖⁻¹ * Real.exp (-‖x‖ ^ 2 / (2 * s ^ 2))) /
    ∫ x : EuclideanSpace ℝ (Fin d), Real.exp (-‖x‖ ^ 2 / (2 * s ^ 2))

/-- The factor that multiplies the coupling constant when `d` dimensions are mapped to three. -/
def couplingScale (d : ℕ) : ℝ :=
  3 * √π * Real.Gamma (((d : ℝ) - 1) / 2) / (2 * d * Real.Gamma ((d : ℝ) / 2))

/-- A family of isotropic Gaussian trial paths: an energy per Cartesian direction, and the width
of the displacement after imaginary time `τ`, with an integrable retarded interaction. -/
structure TrialFamily (ι : Type*) where
  kinetic : ι → ℝ
  width : ι → ℝ → ℝ
  width_pos : ∀ t τ, 0 < τ → 0 < width t τ
  integrable : ∀ t, IntegrableOn (fun τ => Real.exp (-τ) / width t τ) (Ioi 0)

/-- The variational polaron energy in `d` dimensions at coupling `α`, in units of the phonon
energy: `d` equal one-direction terms minus the retarded `1/r` attraction. -/
def TrialFamily.energy {ι : Type*} (T : TrialFamily ι) (d : ℕ) (α : ℝ) (t : ι) : ℝ :=
  d * T.kinetic t - α / √2 * ∫ τ in Ioi (0 : ℝ), Real.exp (-τ) * meanInvR d (T.width t τ)

/-- The infimum of the variational energy over all trial parameters, in the extended reals. -/
def TrialFamily.bound {ι : Type*} (T : TrialFamily ι) (d : ℕ) (α : ℝ) : EReal :=
  ⨅ t, (T.energy d α t : EReal)

/-- The radial moments of a Gaussian of width `s`, in terms of the Gamma function. -/
theorem radial_moment (k : ℕ) {s : ℝ} (hs : 0 < s) :
    ∫ y in Ioi (0 : ℝ), y ^ k * Real.exp (-y ^ 2 / (2 * s ^ 2)) =
      (√2 * s) ^ (k + 1) * Real.Gamma (((k : ℝ) + 1) / 2) / 2 := by
  have hc : 0 < √2 * s := by positivity
  have hb : (√2 * s) ^ (-2 : ℝ) = 1 / (2 * s ^ 2) := by
    rw [Real.rpow_neg hc.le, Real.rpow_two, mul_pow, Real.sq_sqrt (by norm_num), one_div]
  have hp : ((√2 * s) ^ (-2 : ℝ)) ^ (-((k : ℝ) + 1) / 2) = (√2 * s) ^ (k + 1) := by
    rw [← Real.rpow_mul hc.le, ← Real.rpow_natCast (√2 * s) (k + 1)]
    congr 1
    push_cast
    ring
  have h := integral_rpow_mul_exp_neg_mul_rpow (p := 2) (q := (k : ℝ))
    (b := (√2 * s) ^ (-2 : ℝ)) two_pos
    (by have := k.cast_nonneg (α := ℝ); linarith) (by positivity)
  rw [hp, hb] at h
  calc _ = ∫ y in Ioi (0 : ℝ), y ^ (k : ℝ) * Real.exp (-(1 / (2 * s ^ 2)) * y ^ (2 : ℝ)) := by
        refine integral_congr_ae (Filter.Eventually.of_forall fun y => ?_)
        simp only [Real.rpow_natCast, Real.rpow_two]
        rw [show -(1 / (2 * s ^ 2)) * y ^ 2 = -y ^ 2 / (2 * s ^ 2) by ring]
    _ = _ := by rw [h]; ring

/-- The Gaussian mean of `1/r` in any dimension `d ≥ 2`. -/
theorem meanInvR_eq {d : ℕ} (hd : 2 ≤ d) {s : ℝ} (hs : 0 < s) :
    meanInvR d s =
      Real.Gamma (((d : ℝ) - 1) / 2) / (√2 * s * Real.Gamma ((d : ℝ) / 2)) := by
  obtain ⟨n, rfl⟩ := Nat.exists_eq_add_of_le' hd
  have : Nontrivial (EuclideanSpace ℝ (Fin (n + 2))) :=
    Module.nontrivial_of_finrank_pos (R := ℝ) (by simp)
  -- polar coordinates; the area of the unit sphere cancels in the quotient
  have hN := integral_fun_norm_addHaar (volume : Measure (EuclideanSpace ℝ (Fin (n + 2))))
    (fun r : ℝ => r⁻¹ * Real.exp (-r ^ 2 / (2 * s ^ 2)))
  have hD := integral_fun_norm_addHaar (volume : Measure (EuclideanSpace ℝ (Fin (n + 2))))
    (fun r : ℝ => Real.exp (-r ^ 2 / (2 * s ^ 2)))
  simp only [finrank_euclideanSpace_fin, nsmul_eq_mul, smul_eq_mul,
    show n + 2 - 1 = n + 1 by omega] at hN hD
  have hI : ∫ y in Ioi (0 : ℝ), y ^ (n + 1) * (y⁻¹ * Real.exp (-y ^ 2 / (2 * s ^ 2))) =
      ∫ y in Ioi (0 : ℝ), y ^ n * Real.exp (-y ^ 2 / (2 * s ^ 2)) := by
    refine setIntegral_congr_fun measurableSet_Ioi fun y hy => ?_
    have hy0 : y ≠ 0 := (mem_Ioi.1 hy).ne'
    rw [pow_succ y n, mul_assoc, mul_inv_cancel_left₀ hy0]
  have hV : 0 < (volume : Measure (EuclideanSpace ℝ (Fin (n + 2)))).real (Metric.ball 0 1) :=
    ENNReal.toReal_pos (Metric.measure_ball_pos volume _ one_pos).ne' measure_ball_lt_top.ne
  have key : ∀ D V c P G H : ℝ, D ≠ 0 → V ≠ 0 → c ≠ 0 → P ≠ 0 → G ≠ 0 →
      D * (V * (P * H / 2)) / (D * (V * (P * c * G / 2))) = H / (c * G) := by
    intros
    field_simp
  rw [meanInvR, hN, hD, hI, radial_moment n hs, radial_moment (n + 1) hs,
    show (((n + 2 : ℕ) : ℝ) - 1) / 2 = ((n : ℝ) + 1) / 2 by push_cast; ring,
    show ((n + 2 : ℕ) : ℝ) / 2 = (((n + 1 : ℕ) : ℝ) + 1) / 2 by push_cast; ring,
    pow_succ (√2 * s) (n + 1)]
  exact key _ _ _ _ _ _ (by positivity) hV.ne' (by positivity) (by positivity)
    (Real.Gamma_pos_of_pos (by positivity)).ne'

/-- In the plane the Gaussian mean of `1/r` is `√(π/2)/s`. -/
theorem meanInvR_two {s : ℝ} (hs : 0 < s) : meanInvR 2 s = √(π / 2) / s := by
  rw [meanInvR_eq le_rfl hs, show (((2 : ℕ) : ℝ) - 1) / 2 = 1 / 2 by norm_num,
    show ((2 : ℕ) : ℝ) / 2 = 1 by norm_num, Real.Gamma_one_half_eq, Real.Gamma_one,
    Real.sqrt_div pi_pos.le, mul_one, div_div]

/-- In space the Gaussian mean of `1/r` is `√(2/π)/s`. -/
theorem meanInvR_three {s : ℝ} (hs : 0 < s) : meanInvR 3 s = √(2 / π) / s := by
  have h2 : √2 ^ 2 = (2 : ℝ) := Real.sq_sqrt (by norm_num)
  rw [meanInvR_eq (by norm_num) hs, show (((3 : ℕ) : ℝ) - 1) / 2 = 1 by norm_num,
    show ((3 : ℕ) : ℝ) / 2 = 1 / 2 + 1 by norm_num, Real.Gamma_add_one (by norm_num),
    Real.Gamma_one_half_eq, Real.Gamma_one, Real.sqrt_div (by norm_num), div_div,
    div_eq_div_iff (by positivity) (by positivity)]
  linear_combination (-(s * √π) / 2) * h2

/-- The Gaussian means of `1/r` in `d` and in three dimensions differ by a factor that does not
depend on the width. -/
theorem meanInvR_scaling {d : ℕ} (hd : 2 ≤ d) {s : ℝ} (hs : 0 < s) :
    meanInvR d s = d / 3 * couplingScale d * meanInvR 3 s := by
  have hd0 : (0 : ℝ) < d := by exact_mod_cast (by omega : 0 < d)
  have key : ∀ D p q G H : ℝ, D ≠ 0 → p ≠ 0 → q ≠ 0 → G ≠ 0 →
      H / (q * s * G) = D / 3 * (3 * p * H / (q ^ 2 * D * G)) * (q / p / s) := by
    intros
    field_simp
  have k := key d (√π) (√2) (Real.Gamma ((d : ℝ) / 2)) (Real.Gamma (((d : ℝ) - 1) / 2))
    hd0.ne' (by positivity) (by positivity) (Real.Gamma_pos_of_pos (by positivity)).ne'
  rw [Real.sq_sqrt (by norm_num)] at k
  rw [meanInvR_eq hd hs, meanInvR_three hs, couplingScale, Real.sqrt_div (by norm_num)]
  exact k

/-- A positive factor can be taken out of an infimum of energies in the extended reals. -/
theorem iInf_scale {ι : Type*} (f : ι → ℝ) {c : ℝ} (hc : 0 < c) :
    ⨅ i, ((c * f i : ℝ) : EReal) = (c : EReal) * ⨅ i, (f i : EReal) := by
  have low : ∀ (a : ℝ) (g : ι → ℝ), 0 < a →
      (a : EReal) * ⨅ i, (g i : EReal) ≤ ⨅ i, ((a * g i : ℝ) : EReal) := by
    intro a g ha
    refine le_iInf fun i => ?_
    rw [EReal.coe_mul]
    exact mul_le_mul_of_nonneg_left (iInf_le _ i) (EReal.coe_nonneg.2 ha.le)
  refine le_antisymm ?_ (low c f hc)
  -- the reverse bound is the same inequality for the inverse factor
  have h := low c⁻¹ (fun i => c * f i) (inv_pos.2 hc)
  simp only [inv_mul_cancel_left₀ hc.ne'] at h
  have h' := mul_le_mul_of_nonneg_left h (EReal.coe_nonneg.2 hc.le)
  rwa [← mul_assoc, ← EReal.coe_mul, mul_inv_cancel₀ hc.ne', EReal.coe_one, one_mul] at h'

/-- The retarded interaction of every trial path is integrable in each dimension `d ≥ 2`. -/
theorem interaction_integrable {ι : Type*} (T : TrialFamily ι) {d : ℕ} (hd : 2 ≤ d) (t : ι) :
    IntegrableOn (fun τ => Real.exp (-τ) * meanInvR d (T.width t τ)) (Ioi 0) := by
  have h : IntegrableOn (fun τ => Real.Gamma (((d : ℝ) - 1) / 2) /
      (√2 * Real.Gamma ((d : ℝ) / 2)) * (Real.exp (-τ) / T.width t τ)) (Ioi 0) :=
    Integrable.const_mul (T.integrable t) _
  refine h.congr_fun (fun τ hτ => ?_) measurableSet_Ioi
  beta_reduce
  rw [meanInvR_eq hd (T.width_pos t τ hτ)]
  ring

/-- For each trial path the energy in `d` dimensions is `d/3` times the three-dimensional energy
at the rescaled coupling. -/
theorem energy_scaling {ι : Type*} (T : TrialFamily ι) {d : ℕ} (hd : 2 ≤ d) (α : ℝ) (t : ι) :
    T.energy d α t = d / 3 * T.energy 3 (couplingScale d * α) t := by
  have hI : ∫ τ in Ioi (0 : ℝ), Real.exp (-τ) * meanInvR d (T.width t τ) =
      (d / 3 * couplingScale d) *
        ∫ τ in Ioi (0 : ℝ), Real.exp (-τ) * meanInvR 3 (T.width t τ) := by
    rw [← integral_const_mul]
    refine setIntegral_congr_fun measurableSet_Ioi fun τ hτ => ?_
    rw [meanInvR_scaling hd (T.width_pos t τ hτ)]
    ring
  unfold TrialFamily.energy
  rw [hI]
  push_cast
  ring

/-- Dimensional scaling of the variational polaron energy: the infimum in `d` dimensions is `d/3`
times the three-dimensional infimum at the rescaled coupling. -/
theorem bound_scaling {ι : Type*} (T : TrialFamily ι) {d : ℕ} (hd : 2 ≤ d) (α : ℝ) :
    T.bound d α = (((d : ℝ) / 3 : ℝ) : EReal) * T.bound 3 (couplingScale d * α) := by
  have hd0 : (0 : ℝ) < d := by exact_mod_cast (by omega : 0 < d)
  unfold TrialFamily.bound
  rw [← iInf_scale _ (by positivity : (0 : ℝ) < (d : ℝ) / 3)]
  exact iInf_congr fun t => by rw [energy_scaling T hd α t]

/-- The planar variational energy at coupling `α` is two thirds of the three-dimensional one at
coupling `3πα/4`. -/
theorem bound_two {ι : Type*} (T : TrialFamily ι) (α : ℝ) :
    T.bound 2 α = ((2 / 3 : ℝ) : EReal) * T.bound 3 (3 * π / 4 * α) := by
  have hc : couplingScale 2 = 3 * π / 4 := by
    have hp : √π * √π = π := Real.mul_self_sqrt pi_pos.le
    rw [couplingScale, show (((2 : ℕ) : ℝ) - 1) / 2 = 1 / 2 by norm_num,
      show ((2 : ℕ) : ℝ) / 2 = 1 by norm_num, Real.Gamma_one_half_eq, Real.Gamma_one]
    push_cast
    linear_combination (3 / 4) * hp
  have h := bound_scaling T le_rfl α
  rw [hc] at h
  exact_mod_cast h

/-- On positive times, the power in the Euler integral for `Γ(1/2)` is an inverse square root. -/
theorem rpow_half_sub_one {τ : ℝ} (hτ : 0 < τ) : τ ^ ((1 / 2 : ℝ) - 1) = (√τ)⁻¹ := by
  rw [show (1 / 2 : ℝ) - 1 = -(1 / 2) by norm_num, Real.rpow_neg hτ.le, ← Real.sqrt_eq_rpow]

/-- The free-particle trial path: no energy per direction, and diffusive width `√τ`. -/
def freeTrial : TrialFamily Unit where
  kinetic _ := 0
  width _ τ := √τ
  width_pos _ _ hτ := Real.sqrt_pos.2 hτ
  integrable _ := by
    refine (Real.GammaIntegral_convergent (s := 1 / 2) (by norm_num)).congr_fun
      (fun τ hτ => ?_) measurableSet_Ioi
    beta_reduce
    rw [rpow_half_sub_one hτ, div_eq_mul_inv]

/-- The free-particle trial path gives the energy `-α` in three dimensions and `-πα/2` in two. -/
theorem free_energy_witness (α : ℝ) :
    freeTrial.energy 3 α () = -α ∧ freeTrial.energy 2 α () = -(π * α / 2) := by
  have hw : ∀ τ, freeTrial.width () τ = √τ := fun _ => rfl
  have hk : freeTrial.kinetic () = 0 := rfl
  have hG : ∫ τ in Ioi (0 : ℝ), Real.exp (-τ) * (√τ)⁻¹ = √π := by
    rw [← Real.Gamma_one_half_eq, Real.Gamma_eq_integral (by norm_num)]
    refine setIntegral_congr_fun measurableSet_Ioi fun τ hτ => ?_
    rw [rpow_half_sub_one hτ]
  -- both dimensions use the same time integral, with different Gaussian prefactors
  have hE : ∀ (d : ℕ) (m : ℝ), (∀ s : ℝ, 0 < s → meanInvR d s = m / s) →
      freeTrial.energy d α () = -(α / √2 * (m * √π)) := by
    intro d m hm
    have hI : ∫ τ in Ioi (0 : ℝ), Real.exp (-τ) * meanInvR d (√τ) = m * √π := by
      rw [← hG, ← integral_const_mul]
      refine setIntegral_congr_fun measurableSet_Ioi fun τ hτ => ?_
      rw [hm _ (Real.sqrt_pos.2 hτ)]
      ring
    unfold TrialFamily.energy
    simp only [hw, hk]
    rw [hI]
    ring
  have h2 : √2 ≠ 0 := by positivity
  constructor
  · rw [hE 3 _ fun s hs => meanInvR_three hs, ← Real.sqrt_mul (by positivity),
      div_mul_cancel₀ _ pi_ne_zero, div_mul_cancel₀ _ h2]
  · have hp : √π * √π = π := Real.mul_self_sqrt pi_pos.le
    have hq : √2 * √2 = (2 : ℝ) := Real.mul_self_sqrt (by norm_num)
    rw [hE 2 _ fun s hs => meanInvR_two hs, Real.sqrt_div pi_pos.le,
      show α / √2 * (√π / √2 * √π) = α * (√π * √π) / (√2 * √2) by ring, hp, hq]
    ring

end

end PolaronDimensionalScaling
```

```lean
#print axioms PolaronDimensionalScaling.interaction_integrable
#print axioms PolaronDimensionalScaling.bound_scaling
#print axioms PolaronDimensionalScaling.bound_two
```

```
'PolaronDimensionalScaling.interaction_integrable' depends on axioms: [propext, Classical.choice, Quot.sound]
'PolaronDimensionalScaling.bound_scaling' depends on axioms: [propext, Classical.choice, Quot.sound]
'PolaronDimensionalScaling.bound_two' depends on axioms: [propext, Classical.choice, Quot.sound]
```

## How the proof follows the derivation

`radial_moment` computes M_k from Mathlib's Gamma integral. `meanInvR_eq` applies polar integration to both integrals, cancels one power of r and divides the moments. `meanInvR_two` and `meanInvR_three` insert the Gamma values, and `meanInvR_scaling` compares dimension d with three.

`interaction_integrable` transfers the integrability condition to the actual interaction. `energy_scaling` takes the constant ratio out of the time integral, giving the identity for each trial path.

For the infimum, `iInf_scale` first shows c · inf f ≤ inf(cf) for c > 0, since inf f lies below every value of f. The same inequality with factor 1/c, applied to cf, gives the reverse. `bound_scaling` combines this with `energy_scaling`, and `bound_two` evaluates c₂.

`freeTrial` supplies the diffusive path, whose integrability comes from the Euler integral for Γ(1/2). `free_energy_witness` uses that integral to obtain both energies.
